# Under the fluctuation relation, the relative entropy between forward and reversed observations bounds the mean dissipated work, in units of $k_BT$, from below, with equality exactly when the observation fixes the work

## How can one number replace a whole trajectory?

The mean dissipated work of a driven process, in units of $k_BT$, is at least the relative entropy between the forward and reversed statistics of whatever I record, and I am told that equality holds exactly when the record fixes the work. The second half puzzles me. When I pull a molecule open in a simulation, the trajectory has thousands of coordinates, and any of them might reveal the direction of time. If I keep only the work value, I discard nearly all of that. How can the bound still be an equality?

## Given the work, forward and reversed paths have the same distribution

For a finite set of paths that obeys the fluctuation relation, both halves are true. The discarded details reveal nothing further about the direction of time, because among paths with the same work the forward and reversed laws assign the same conditional probabilities.

Let $P(x)>0$ be the normalised probability of path $x$ in the forward process, and $Q(x)$ the probability of its time reverse under the reversed protocol. With work $W(x)$, free-energy difference $\Delta F$ and inverse temperature $\beta>0$, the fluctuation relation is

$$P(x)=e^{\beta(W(x)-\Delta F)}\,Q(x).$$

It stands for microscopically reversible dynamics in which both processes start in equilibrium at inverse temperature $\beta$, each at its own initial value of the control parameter, and any heat bath has that same temperature. An observation is a map $\varphi$ from paths to a finite set. Write $P_\varphi(y)$ and $Q_\varphi(y)$ for the sums of $P$ and $Q$ over the fibre $\varphi(x)=y$, and $D(p\Vert q)=\sum p\ln(p/q)$, where points with $p=0$ contribute zero. The result is

$$\beta(\langle W\rangle_P-\Delta F)\;\ge\; D(P_\varphi\Vert Q_\varphi),$$

with equality if and only if $W$ is constant on each fibre of $\varphi$.

### Splitting the dissipation into a seen and an unseen part

The fluctuation relation forces $Q(x)>0$ and gives $\ln(P(x)/Q(x))=\beta(W(x)-\Delta F)$. Averaging over $P$, with $\sum_x P(x)=1$,

$$D(P\Vert Q)=\beta(\langle W\rangle_P-\Delta F).$$

Now build a path law from the observed forward statistics, with the reversed weights shared out inside each fibre:

$$R(x)=P_\varphi(\varphi(x))\,\frac{Q(x)}{Q_\varphi(\varphi(x))}.$$

Its sum over the fibre of $y$ is $P_\varphi(y)$, so its total is 1. By the definition of $R$,

$$\frac{P(x)}{Q(x)}=\frac{P_\varphi(\varphi(x))}{Q_\varphi(\varphi(x))}\cdot\frac{P(x)}{R(x)}.$$

Take logarithms and average over $P$. The first factor depends on $x$ only through $\varphi(x)$, so its average can be taken over observations:

$$D(P\Vert Q)=D(P_\varphi\Vert Q_\varphi)+D(P\Vert R).$$

The last term is the part that the observation misses. Since $\ln t\le t-1$, with equality only at $t=1$, setting $t=R(x)/P(x)$ gives

$$D(P\Vert R)=-\sum_x P(x)\ln\frac{R(x)}{P(x)}\ge-\sum_x\bigl(R(x)-P(x)\bigr)=0.$$

This proves the bound, and equality means $P=R$.

If $P=R$, dividing by $Q(x)$ gives

$$e^{\beta(W(x)-\Delta F)}=\frac{P_\varphi(\varphi(x))}{Q_\varphi(\varphi(x))}.$$

The right side is the same throughout a fibre, and $\beta\ne0$, so $W$ is constant there. Conversely, if $W$ is constant on fibres, summing the fluctuation relation over the fibre of $x$ gives

$$P_\varphi(\varphi(x))=e^{\beta(W(x)-\Delta F)}Q_\varphi(\varphi(x)).$$

Inserting this into $R$ gives $R(x)=e^{\beta(W(x)-\Delta F)}Q(x)=P(x)$.

Recording the work itself is the case $\varphi=W$. In your pulling simulation, the reversed trajectories must be turned back in time before $\varphi$ is applied, so a reverse run that costs work $-w$ counts towards the observation $w$.

### What the Lean theorem says

The main theorem is `coarse_grained_dissipation_bound`. Paths form a finite type `Ω` and observations a finite type `Y`; `P`, `Q` and `W` are real functions on `Ω`, and `dF` is $\Delta F$. The hypotheses are `hβ` ($\beta>0$), `hP` (every path has positive forward probability), `hsum` (normalisation of `P`) and `h` (the fluctuation relation). In the conclusion, `mean P W` is $\langle W\rangle_P$, `coarse φ P` is $P_\varphi$, and `relEntropy` is $D$ with the natural logarithm. The final clause, `∀ x x', φ x = φ x' → W x = W x'`, says that the observation fixes the work.

The map `φ` need not reach every element of `Y`: an observation that never occurs has zero weight and contributes zero. Normalisation of `Q` is not required, although a genuine reversed-path law has it.

The fluctuation relation is assumed, not derived from dynamics. The step left to physics is to identify `Q` with the time-reversed path law and `dF` with the equilibrium free-energy difference; in Lean they are a function and a number linked only by `h`. Continuous path spaces lie beyond the theorem, and a discretised one qualifies only if the relation holds for its cells.

For nonequilibrium pulling or switching simulations, the result says which recorded variables can account for the whole dissipation, provided that the path set is finite and the probabilities are exact. A relative entropy estimated from histograms of a limited number of runs can exceed the true mean dissipated work, in units of $k_BT$, through sampling error.

```lean
import Mathlib

open Finset

namespace CoarseGrainedDissipation

noncomputable section

variable {Ω Y : Type*} [Fintype Ω] [Fintype Y] [DecidableEq Y]

/-- The relative entropy `∑ p log (p / q)` of nonnegative weights on a finite set, for `q`
positive wherever `p` is; points with `p = 0` contribute zero. -/
def relEntropy {α : Type*} [Fintype α] (p q : α → ℝ) : ℝ :=
  ∑ x, p x * Real.log (p x / q x)

/-- The average of the work `W` over paths with probabilities `P`. -/
def mean (P W : Ω → ℝ) : ℝ := ∑ x, P x * W x

/-- The weight of the observation `y`: the total weight of all paths that `φ` maps to `y`. -/
def coarse (φ : Ω → Y) (p : Ω → ℝ) (y : Y) : ℝ := ∑ x with φ x = y, p x

/-- The path law rebuilt from the coarse forward statistics, with the weights `Q` shared out
inside each fibre of `φ`; its domain is `Q` of nonzero total weight on each nonempty fibre. -/
def reconstructed (φ : Ω → Y) (P Q : Ω → ℝ) (x : Ω) : ℝ :=
  coarse φ P (φ x) * (Q x / coarse φ Q (φ x))

omit [Fintype Y] in
/-- If all path weights are positive, every observation produced by some path has positive
weight. -/
theorem coarse_pos (φ : Ω → Y) {p : Ω → ℝ} (hp : ∀ x, 0 < p x) (x : Ω) :
    0 < coarse φ p (φ x) :=
  Finset.sum_pos (fun i _ => hp i) ⟨x, by simp⟩

/-- The average of a function of the observation can be taken over observations or over paths. -/
theorem sum_coarse_mul (φ : Ω → Y) (p : Ω → ℝ) (g : Y → ℝ) :
    ∑ y, coarse φ p y * g y = ∑ x, p x * g (φ x) := by
  rw [← Finset.sum_fiberwise univ φ (fun x => p x * g (φ x))]
  refine Finset.sum_congr rfl fun y _ => ?_
  rw [coarse, Finset.sum_mul]
  refine Finset.sum_congr rfl fun x hx => ?_
  rw [(Finset.mem_filter.1 hx).2]

/-- For positive weights `Q`, the reconstructed law has the same total weight as `P`. -/
theorem sum_reconstructed (φ : Ω → Y) (P : Ω → ℝ) {Q : Ω → ℝ} (hQ : ∀ x, 0 < Q x) :
    ∑ x, reconstructed φ P Q x = ∑ x, P x := by
  have h1 : ∑ x, reconstructed φ P Q x
      = ∑ x, Q x * (coarse φ P (φ x) / coarse φ Q (φ x)) :=
    Finset.sum_congr rfl fun x _ => by unfold reconstructed; ring
  have h2 : ∀ y, coarse φ Q y * (coarse φ P y / coarse φ Q y) = coarse φ P y * 1 := by
    intro y
    by_cases h : ∃ x, φ x = y
    · obtain ⟨x, rfl⟩ := h
      have hne := (coarse_pos φ hQ x).ne'
      field_simp
    · -- an observation that never occurs has no weight
      have h0 : ∀ p : Ω → ℝ, coarse φ p y = 0 := fun p =>
        Finset.sum_eq_zero fun x hx => absurd ⟨x, (Finset.mem_filter.1 hx).2⟩ h
      simp [h0]
  rw [h1, ← sum_coarse_mul φ Q (fun y => coarse φ P y / coarse φ Q y),
    Finset.sum_congr rfl (fun y _ => h2 y), sum_coarse_mul φ P (fun _ => 1)]
  simp

/-- Gibbs' inequality: for positive weights of equal total, the relative entropy is nonnegative,
and it vanishes exactly when the weights coincide. -/
theorem gibbs_inequality {p q : Ω → ℝ} (hp : ∀ x, 0 < p x) (hq : ∀ x, 0 < q x)
    (hsum : ∑ x, p x = ∑ x, q x) :
    0 ≤ relEntropy p q ∧ (relEntropy p q = 0 ↔ p = q) := by
  have hlog : ∀ x, Real.log (p x / q x) = -Real.log (q x / p x) := fun x => by
    rw [← Real.log_inv, inv_div]
  have hmul : ∀ x, p x * (q x / p x - 1) = q x - p x := fun x => by
    have := (hp x).ne'
    field_simp
  have key : relEntropy p q = ∑ x, (p x * Real.log (p x / q x) - (p x - q x)) := by
    simp only [relEntropy, Finset.sum_sub_distrib]
    linarith
  -- each term is nonnegative because log t ≤ t - 1
  have nn : ∀ x ∈ univ, 0 ≤ p x * Real.log (p x / q x) - (p x - q x) := fun x _ => by
    have h := mul_le_mul_of_nonneg_left
      (Real.log_le_sub_one_of_pos (div_pos (hq x) (hp x))) (hp x).le
    rw [hmul x] at h
    rw [hlog x, mul_neg]
    linarith
  refine ⟨by rw [key]; exact Finset.sum_nonneg nn, fun h => ?_, fun h => ?_⟩
  · rw [key, Finset.sum_eq_zero_iff_of_nonneg nn] at h
    funext x
    by_contra hne
    have hr : q x / p x ≠ 1 := fun h1 => hne ((div_eq_one_iff_eq (hp x).ne').1 h1).symm
    have hs := mul_lt_mul_of_pos_left
      (Real.log_lt_sub_one_of_pos (div_pos (hq x) (hp x)) hr) (hp x)
    have h0 := h x (Finset.mem_univ x)
    rw [hmul x] at hs
    rw [hlog x, mul_neg] at h0
    linarith
  · subst h
    refine Finset.sum_eq_zero fun x _ => ?_
    rw [div_self (hp x).ne', Real.log_one, mul_zero]

/-- For positive weights, the relative entropy of paths is that of the observations plus that
of `P` with respect to the reconstructed law. -/
theorem relEntropy_chain (φ : Ω → Y) {P Q : Ω → ℝ} (hP : ∀ x, 0 < P x) (hQ : ∀ x, 0 < Q x) :
    relEntropy P Q =
      relEntropy (coarse φ P) (coarse φ Q) + relEntropy P (reconstructed φ P Q) := by
  have h : relEntropy (coarse φ P) (coarse φ Q)
      = ∑ x, P x * Real.log (coarse φ P (φ x) / coarse φ Q (φ x)) :=
    sum_coarse_mul φ P (fun y => Real.log (coarse φ P y / coarse φ Q y))
  rw [h, relEntropy, relEntropy, ← Finset.sum_add_distrib]
  refine Finset.sum_congr rfl fun x _ => ?_
  have a := coarse_pos φ hP x
  have b := coarse_pos φ hQ x
  have p := hP x
  have q := hQ x
  unfold reconstructed
  rw [← mul_add, ← Real.log_mul (by positivity) (by positivity)]
  congr 2
  field_simp

variable {P Q W : Ω → ℝ} {β dF : ℝ}

omit [Fintype Ω] in
/-- If positive forward weights `P` and reversed-path weights `Q` obey the fluctuation relation,
then `Q` is positive too. -/
theorem reverse_pos (hP : ∀ x, 0 < P x)
    (h : ∀ x, P x = Real.exp (β * (W x - dF)) * Q x) (x : Ω) : 0 < Q x := by
  have hx := hP x
  rw [h x] at hx
  exact (mul_pos_iff_of_pos_left (Real.exp_pos _)).1 hx

/-- If positive, normalised path probabilities `P` and reversed-path weights `Q` obey the
fluctuation relation, `β` times the mean dissipated work is their relative entropy. -/
theorem dissipation_eq_relEntropy (hP : ∀ x, 0 < P x) (hsum : ∑ x, P x = 1)
    (h : ∀ x, P x = Real.exp (β * (W x - dF)) * Q x) :
    β * (mean P W - dF) = relEntropy P Q := by
  have hterm : ∀ x, P x * Real.log (P x / Q x) = β * (P x * W x) - β * dF * P x := fun x => by
    rw [(div_eq_iff (reverse_pos hP h x).ne').2 (h x), Real.log_exp]
    ring
  rw [relEntropy, Finset.sum_congr rfl (fun x _ => hterm x), Finset.sum_sub_distrib,
    ← Finset.mul_sum, ← Finset.mul_sum, hsum, mean]
  ring

omit [Fintype Y] in
/-- If the work is constant on each fibre of `φ`, the fluctuation relation for paths passes to
the observations. -/
theorem coarse_fluctuation_relation (φ : Ω → Y)
    (h : ∀ x, P x = Real.exp (β * (W x - dF)) * Q x)
    (hW : ∀ x x', φ x = φ x' → W x = W x') (x : Ω) :
    coarse φ P (φ x) = Real.exp (β * (W x - dF)) * coarse φ Q (φ x) := by
  rw [coarse, coarse, Finset.mul_sum]
  refine Finset.sum_congr rfl fun x' hx' => ?_
  rw [h x', hW x' x (Finset.mem_filter.1 hx').2]

/-- For `β > 0` and positive, normalised path probabilities `P` tied to the reversed-path
weights `Q` by the fluctuation relation, `β` times the mean dissipated work is at least the
relative entropy of the observations, with equality iff the work is constant on each fibre. -/
theorem coarse_grained_dissipation_bound (φ : Ω → Y) (hβ : 0 < β) (hP : ∀ x, 0 < P x)
    (hsum : ∑ x, P x = 1) (h : ∀ x, P x = Real.exp (β * (W x - dF)) * Q x) :
    relEntropy (coarse φ P) (coarse φ Q) ≤ β * (mean P W - dF) ∧
      (β * (mean P W - dF) = relEntropy (coarse φ P) (coarse φ Q) ↔
        ∀ x x', φ x = φ x' → W x = W x') := by
  have hQ := reverse_pos hP h
  have hR : ∀ x, 0 < reconstructed φ P Q x := fun x =>
    mul_pos (coarse_pos φ hP x) (div_pos (hQ x) (coarse_pos φ hQ x))
  obtain ⟨g0, g1⟩ := gibbs_inequality hP hR (sum_reconstructed φ P hQ).symm
  have hd := dissipation_eq_relEntropy hP hsum h
  have hc := relEntropy_chain φ hP hQ
  refine ⟨by linarith, fun he x x' hx => ?_, fun hW => ?_⟩
  · -- equality forces P to be the reconstructed law, so exp(β(W - dF)) depends on φ only
    have hPR := g1.1 (by linarith)
    have hexp : ∀ z, Real.exp (β * (W z - dF)) = coarse φ P (φ z) / coarse φ Q (φ z) := by
      intro z
      apply mul_right_cancel₀ (hQ z).ne'
      rw [← h z, congrFun hPR z, reconstructed]
      ring
    have he' : Real.exp (β * (W x - dF)) = Real.exp (β * (W x' - dF)) := by
      rw [hexp x, hexp x', hx]
    have := mul_left_cancel₀ hβ.ne' (Real.exp_injective he')
    linarith
  · have hPR : P = reconstructed φ P Q := by
      funext x
      have hne := (coarse_pos φ hQ x).ne'
      rw [reconstructed, coarse_fluctuation_relation φ h hW x, h x]
      field_simp
    have := g1.2 hPR
    linarith

/-- For `β > 0` and positive, normalised path probabilities `P` tied to the reversed-path weights
`Q` by the fluctuation relation, `β` times the mean dissipated work is at least the relative entropy
of the record that says only whether the path lies in `A`, written as one term for `A` and one for
its complement; an empty event contributes zero. -/
theorem event_dissipation_bound [DecidableEq Ω] (A : Finset Ω) (hβ : 0 < β)
    (hP : ∀ x, 0 < P x) (hsum : ∑ x, P x = 1)
    (h : ∀ x, P x = Real.exp (β * (W x - dF)) * Q x) :
    (∑ x ∈ A, P x) * Real.log ((∑ x ∈ A, P x) / ∑ x ∈ A, Q x) +
      (∑ x ∈ Aᶜ, P x) * Real.log ((∑ x ∈ Aᶜ, P x) / ∑ x ∈ Aᶜ, Q x)
      ≤ β * (mean P W - dF) := by
  have hb := (coarse_grained_dissipation_bound (fun x => decide (x ∈ A)) hβ hP hsum h).1
  have ht : ∀ p : Ω → ℝ, coarse (fun x => decide (x ∈ A)) p true = ∑ x ∈ A, p x := fun p =>
    Finset.sum_congr (by ext x; simp) (fun _ _ => rfl)
  have hf : ∀ p : Ω → ℝ, coarse (fun x => decide (x ∈ A)) p false = ∑ x ∈ Aᶜ, p x := fun p =>
    Finset.sum_congr (by ext x; simp) (fun _ _ => rfl)
  rw [relEntropy, Fintype.sum_bool, ht, ht, hf, hf] at hb
  exact hb

/-- Forward probabilities 2/3 and 1/3 of two paths. -/
def twoPathForward (b : Bool) : ℝ := if b then 2 / 3 else 1 / 3

/-- Reversed-path probabilities 1/3 and 2/3 of the same two paths. -/
def twoPathReverse (b : Bool) : ℝ := if b then 1 / 3 else 2 / 3

/-- Work values `log 2` and `-log 2` on the two paths. -/
def twoPathWork (b : Bool) : ℝ := if b then Real.log 2 else -Real.log 2

/-- The two-path laws are positive and normalised, and they obey the fluctuation relation with
`β = 1` and `dF = 0`. -/
theorem fluctuation_relation_witness :
    (∀ b, 0 < twoPathForward b ∧ 0 < twoPathReverse b) ∧
      ∑ b, twoPathForward b = 1 ∧ ∑ b, twoPathReverse b = 1 ∧
      ∀ b, twoPathForward b = Real.exp (1 * (twoPathWork b - 0)) * twoPathReverse b := by
  refine ⟨fun b => ?_, ?_, ?_, fun b => ?_⟩
  · cases b <;> norm_num [twoPathForward, twoPathReverse]
  · norm_num [twoPathForward, Fintype.sum_bool]
  · norm_num [twoPathReverse, Fintype.sum_bool]
  · cases b <;>
      norm_num [twoPathForward, twoPathReverse, twoPathWork, Real.exp_neg, Real.exp_log]

end

end CoarseGrainedDissipation
```

```lean
#print axioms CoarseGrainedDissipation.coarse_grained_dissipation_bound
#print axioms CoarseGrainedDissipation.event_dissipation_bound
```

```
'CoarseGrainedDissipation.coarse_grained_dissipation_bound' depends on axioms: [propext, Classical.choice, Quot.sound]
'CoarseGrainedDissipation.event_dissipation_bound' depends on axioms: [propext, Classical.choice, Quot.sound]
```

### How the lemmas fit together

`reverse_pos` obtains $Q(x)>0$ from the positive exponential. `dissipation_eq_relEntropy` then replaces each logarithm by $\beta(W(x)-\Delta F)$ and sums, using `hsum` for the $\Delta F$ term.

Three lemmas handle the fibres. `coarse_pos` says that an observation produced by some path has positive weight. `sum_coarse_mul` moves an average between observations and paths by grouping the sum over `Ω` by fibre. `sum_reconstructed` shows that $R$, called `reconstructed φ P Q`, has the same total as $P$; it treats observations that occur and those that never do separately.

`relEntropy_chain` is the split into seen and unseen parts. After `sum_coarse_mul` has turned the coarse term into a sum over paths, the identity is checked path by path: `Real.log_mul` joins the two logarithms, and `field_simp` confirms that the product of ratios is $P(x)/Q(x)$.

`gibbs_inequality` is stated for any positive weights `p` and `q` of equal total. It rewrites the relative entropy as a sum of terms $p\ln(p/q)-(p-q)$, each nonnegative by $\ln t\le t-1$. If the sum vanishes, every term does, and the strict form of the logarithm inequality rules out any point where the weights differ.

In the main theorem, `linarith` combines these results into the bound. For the forward direction of the equality case, Gibbs' inequality yields $P=R$; the proof cancels $Q$ to obtain `hexp`, the formula for the exponential in terms of the coarse weights, and injectivity of the exponential gives equal work on a fibre. For the converse, `coarse_fluctuation_relation` sums the fluctuation relation over a fibre, which gives $P=R$ and hence a vanishing unseen part.

`event_dissipation_bound` applies the inequality to a yes/no record, such as whether a bond broke: `φ` reports whether the path lies in the event `A`, and the relative entropy becomes two terms, one for `A` and one for its complement.

Finally, `fluctuation_relation_witness` exhibits two paths with forward probabilities $2/3$ and $1/3$, reversed probabilities $1/3$ and $2/3$, and work $\pm\ln2$, at $\beta=1$ and $\Delta F=0$. They satisfy every hypothesis with non-constant work. For this pair the mean dissipated work is $\tfrac13\ln2$: recording which path occurred recovers all of it, while a record that is the same for both paths gives zero.
